# A cubic shell sum of a differentiable F(|G|²) is stationary under traceless strain

When the shear constants of a cubic crystal are computed from total energies, the cell can be strained at constant volume and the energies fitted to a polynomial in the strain without a linear term. The problems below justify leaving that term out for energy contributions that are finite sums of w(G) F(|G|²), with F differentiable at the squared lengths that occur, if the set of vectors G and the weights w have the full cubic symmetry defined below. The function F and the weights are held fixed during the strain. A typical weight is the squared modulus of the structure factor: if the atoms follow the strain, every product G·r keeps its value, and so does the structure factor.

## Cubic shells and strained sums

A reciprocal vector G has three real coordinates G_i along the cubic axes. In Lean the index i runs over 0, 1, 2. The squared length is the dot product G·G, written `normSq G`, because the built-in norm on `Fin 3 → ℝ` is the largest absolute coordinate. The map `mirror i` reverses the sign of coordinate i.

```lean
import Mathlib

open Matrix

namespace CubicShellStrain

noncomputable section

/-- Vectors of reciprocal space in Cartesian coordinates. -/
abbrev Vec := Fin 3 → ℝ

/-- The squared Euclidean length of `G`. -/
def normSq (G : Vec) : ℝ := G ⬝ᵥ G

/-- The vector `G` with the sign of its `i`-th coordinate changed. -/
def mirror (i : Fin 3) (G : Vec) : Vec := fun j => if j = i then -G j else G j
```

Let S be a finite set of vectors and w a real weight function, which may take negative values. `IsCubic S w` says that coordinate permutations and mirrors map S into itself and leave the weights on S unchanged. Together these operations generate the full cubic point group. S may contain vectors of several lengths; it is called a shell here in either case.

```lean
/-- A finite set of vectors and its weights are cubic if both are invariant under
coordinate permutations and sign changes. -/
structure IsCubic (S : Finset Vec) (w : Vec → ℝ) : Prop where
  perm_mem : ∀ σ : Equiv.Perm (Fin 3), ∀ G ∈ S, (fun i => G (σ i)) ∈ S
  mirror_mem : ∀ i, ∀ G ∈ S, mirror i G ∈ S
  perm_weight : ∀ σ : Equiv.Perm (Fin 3), ∀ G ∈ S, w (fun i => G (σ i)) = w G
  mirror_weight : ∀ i, ∀ G ∈ S, w (mirror i G) = w G
```

A real 3×3 matrix A and a real parameter t strain each vector to (1 − tA)G. The volume of the reciprocal cell is multiplied by det(1 − tA) = 1 − t tr(A) + O(t²), so a traceless A conserves volume to first order. The quantity to be studied is

E(t) = Σ_{G∈S} w(G) F(|(1 − tA)G|²),

which is `shellEnergy S w F A`. The sum always runs over the same vectors, carried along by the strain; none enters or leaves through a cutoff.

```lean
/-- The reciprocal vector `G` after the strain `1 - tA`. -/
def strained (A : Matrix (Fin 3) (Fin 3) ℝ) (t : ℝ) (G : Vec) : Vec := (1 - t • A) *ᵥ G

/-- The weighted sum of `F(|G|²)` over the strained vectors, as a function of the
strain parameter `t`. -/
def shellEnergy (S : Finset Vec) (w : Vec → ℝ) (F : ℝ → ℝ)
    (A : Matrix (Fin 3) (Fin 3) ℝ) : ℝ → ℝ :=
  fun t => ∑ G ∈ S, w G * F (normSq (strained A t G))
```

## (a) The squared length of a strained vector

Show that for every t

|(1 − tA)G|² = |G|² − 2t G·AG + t² |AG|².

The strained vector is G − tAG. Its dot product with itself is

G·G − t G·AG − t AG·G + t² AG·AG,

and the two middle terms are equal. In Lean, `simp` writes both sides in coordinates and `ring` compares the polynomials.

```lean
/-- The squared length of a strained vector is an exact quadratic polynomial in `t`. -/
theorem normSq_strained (A : Matrix (Fin 3) (Fin 3) ℝ) (t : ℝ) (G : Vec) :
    normSq (strained A t G)
      = normSq G - 2 * (G ⬝ᵥ A *ᵥ G) * t + normSq (A *ᵥ G) * t ^ 2 := by
  simp [normSq, strained, Matrix.mulVec, dotProduct, Fin.sum_univ_three, Matrix.one_apply]
  ring
```

## (b) The rate of change of one term

Let F be differentiable at |G|². Show that

d/dt F(|(1 − tA)G|²) at t = 0 equals −2 F′(|G|²) G·AG.

Call the squared length q(t). By (a), q(0) = |G|² and q′(0) = −2 G·AG. The chain rule gives F′(q(0)) q′(0), which is the stated value.

`HasDerivAt f a x` means that f is differentiable at x with derivative a, and `deriv F` is F′. The step `hq` computes q′(0), `h0` identifies q(0), and `HasDerivAt.comp_of_eq` is the chain rule.

```lean
/-- If `F` is differentiable at `|G|²`, the term of a single vector `G` changes under strain at the
rate `-2 F'(|G|²) G·AG` at `t = 0`. -/
theorem hasDerivAt_term (A : Matrix (Fin 3) (Fin 3) ℝ) (G : Vec) {F : ℝ → ℝ}
    (hF : DifferentiableAt ℝ F (normSq G)) :
    HasDerivAt (fun t => F (normSq (strained A t G)))
      (-2 * deriv F (normSq G) * (G ⬝ᵥ A *ᵥ G)) 0 := by
  have hq : HasDerivAt (fun t => normSq (strained A t G)) (-2 * (G ⬝ᵥ A *ᵥ G)) 0 := by
    simp only [normSq_strained]
    have h1 := ((hasDerivAt_id' (0 : ℝ)).const_mul (2 * (G ⬝ᵥ A *ᵥ G))).const_sub (normSq G)
    have h2 := ((hasDerivAt_id' (0 : ℝ)).fun_pow 2).const_mul (normSq (A *ᵥ G))
    exact (h1.fun_add h2).congr_deriv (by norm_num)
  have h0 : normSq G = normSq (strained A 0 G) := by rw [normSq_strained]; ring
  -- chain rule
  exact (HasDerivAt.comp_of_eq (0 : ℝ) hF.hasDerivAt hq h0).congr_deriv (by ring)
```

## (c) Radial factors and cubic weights

Let `IsCubic S w` hold, let f be any real function, and set v(G) = w(G) f(|G|²). Show that for every G in S and every coordinate permutation or mirror P

v(PG) = v(G).

A permutation reorders the three squares in |G|², and a mirror changes the sign of a number that is then squared. Hence |PG|² = |G|², and w(PG) = w(G) by assumption. The set S is the same as before, so S with the weights v is again cubic.

In both weight conditions of the proof, `e` is the equality of the squared lengths. No continuity of f is required.

```lean
/-- Multiplying cubic weights by a function of the length of `G` leaves them cubic. -/
theorem IsCubic.mul_radial {S : Finset Vec} {w : Vec → ℝ} (h : IsCubic S w) (f : ℝ → ℝ) :
    IsCubic S (fun G => w G * f (normSq G)) where
  perm_mem := h.perm_mem
  mirror_mem := h.mirror_mem
  perm_weight σ G hG := by
    have e : normSq (fun i => G (σ i)) = normSq G :=
      Equiv.sum_comp σ (fun i => G i * G i)
    simp only [h.perm_weight σ G hG, e]
  mirror_weight i G hG := by
    have e : normSq (mirror i G) = normSq G := by
      simp only [normSq, dotProduct]
      refine Finset.sum_congr rfl fun j _ => ?_
      unfold mirror
      split_ifs <;> ring
    simp only [h.mirror_weight i G hG, e]
```

## (d) Second moments

For a cubic shell, show that

Σ_G w(G) G_i G_j = (1/3) Σ_G w(G) |G|² if i = j, and 0 if i ≠ j.

Write M_ij for the left-hand side. If i ≠ j, replace G by its mirror image in coordinate i. This only relabels the vectors of S and keeps the weights, but it reverses the sign of G_i G_j. So M_ij = −M_ij, and M_ij = 0.

If i = j, exchange coordinates i and k. The same relabelling argument gives M_ii = M_kk for every k. The three diagonal moments add up to Σ_G w(G) |G|², so each is one third of it.

The relabelling is done by `Finset.sum_nbij'`, which takes a map and its inverse; here each map is its own inverse. The sign reversal is `hm`, the equality of diagonal moments is `hk`, and `linarith` solves the resulting linear equations.

```lean
/-- The second moments of a cubic shell are isotropic: the weighted sum of `G_i G_j` is
one third of that of `|G|²` for `i = j`, and zero otherwise. -/
theorem second_moment {S : Finset Vec} {w : Vec → ℝ} (h : IsCubic S w) (i j : Fin 3) :
    ∑ G ∈ S, w G * (G i * G j)
      = if i = j then (∑ G ∈ S, w G * normSq G) / 3 else 0 := by
  split_ifs with hij
  · subst hij
    -- exchanging two axes makes the diagonal moments equal
    have hk : ∀ k, ∑ G ∈ S, w G * (G i * G i) = ∑ G ∈ S, w G * (G k * G k) := by
      intro k
      refine Finset.sum_nbij' (fun G l => G (Equiv.swap i k l))
        (fun G l => G (Equiv.swap i k l)) (fun G hG => h.perm_mem _ G hG)
        (fun G hG => h.perm_mem _ G hG) ?_ ?_ ?_
      · intro G _; funext l; simp
      · intro G _; funext l; simp
      · intro G hG
        simp only [h.perm_weight _ G hG, Equiv.swap_apply_right]
    have e : ∑ G ∈ S, w G * normSq G = ∑ G ∈ S, w G * (G 0 * G 0)
        + ∑ G ∈ S, w G * (G 1 * G 1) + ∑ G ∈ S, w G * (G 2 * G 2) := by
      rw [← Finset.sum_add_distrib, ← Finset.sum_add_distrib]
      refine Finset.sum_congr rfl fun G _ => ?_
      simp only [normSq, dotProduct, Fin.sum_univ_three]
      ring
    linarith [hk 0, hk 1, hk 2]
  · -- a mirror reverses the sign of an off-diagonal moment
    have hm : ∑ G ∈ S, w G * (G i * G j) = ∑ G ∈ S, -(w G * (G i * G j)) := by
      have hinv : ∀ G : Vec, mirror i (mirror i G) = G := by
        intro G; funext l
        by_cases hl : l = i <;> simp [mirror, hl]
      refine Finset.sum_nbij' (mirror i) (mirror i) (fun G hG => h.mirror_mem i G hG)
        (fun G hG => h.mirror_mem i G hG) (fun G _ => hinv G) (fun G _ => hinv G) ?_
      intro G hG
      rw [h.mirror_weight i G hG]
      simp [mirror, Ne.symm hij]
    rw [Finset.sum_neg_distrib] at hm
    linarith
```

## (e) The average of a quadratic form

For a cubic shell and any real 3×3 matrix B, show that

Σ_G w(G) G·BG = (tr(B)/3) Σ_G w(G) |G|².

Expand G·BG = Σ_ij B_ij G_i G_j and sum over G first:

Σ_G w(G) G·BG = Σ_ij B_ij M_ij.

By (d) only i = j survives, and the diagonal elements of B add up to its trace. The exchange of sums is the step `e`; the moments are then replaced using `second_moment`.

```lean
/-- Over a cubic shell the quadratic form `G·BG` sums to `tr(B)/3` times the sum
of `|G|²`. -/
theorem quadratic_average {S : Finset Vec} {w : Vec → ℝ} (h : IsCubic S w)
    (B : Matrix (Fin 3) (Fin 3) ℝ) :
    ∑ G ∈ S, w G * (G ⬝ᵥ B *ᵥ G) = B.trace / 3 * ∑ G ∈ S, w G * normSq G := by
  have e : ∑ G ∈ S, w G * (G ⬝ᵥ B *ᵥ G)
      = ∑ i, ∑ j, B i j * ∑ G ∈ S, w G * (G i * G j) := by
    simp only [Fin.sum_univ_three, Finset.mul_sum, ← Finset.sum_add_distrib]
    refine Finset.sum_congr rfl fun G _ => ?_
    simp only [dotProduct, Matrix.mulVec, Fin.sum_univ_three]
    ring
  rw [e, Matrix.trace_fin_three]
  simp only [second_moment h]
  simp [Fin.sum_univ_three]
  ring
```

## (f) The first-order response to a general strain

Let the shell be cubic and F differentiable at each squared length |G|² with G in S. Show that

E′(0) = −(2/3) tr(A) Σ_G w(G) F′(|G|²) |G|².

Summing (b) over the shell gives

E′(0) = −2 Σ_G w(G) F′(|G|²) G·AG.

By (c) with f = F′, the products w(G) F′(|G|²) are again cubic weights. Part (e), applied to these weights and B = A, turns the sum into tr(A)/3 times Σ_G w(G) F′(|G|²) |G|².

The Lean proof has the same order: `hs` is the differentiated sum, `hm` is (e) with the new weights, and the `calc` block collects the factors. Since F need only be differentiable at the lengths that occur, the Coulomb form F(x) = 1/x is allowed once G = 0 is left out of S.

```lean
/-- For a cubic shell and `F` differentiable at its squared lengths, the first-order
response to any strain `A` depends on `A` only through its trace. -/
theorem hasDerivAt_shellEnergy {S : Finset Vec} {w : Vec → ℝ} (h : IsCubic S w)
    {F : ℝ → ℝ} (hF : ∀ G ∈ S, DifferentiableAt ℝ F (normSq G))
    (A : Matrix (Fin 3) (Fin 3) ℝ) :
    HasDerivAt (shellEnergy S w F A)
      (-(2 / 3) * A.trace * ∑ G ∈ S, w G * deriv F (normSq G) * normSq G) 0 := by
  have hs : HasDerivAt (shellEnergy S w F A)
      (∑ G ∈ S, w G * (-2 * deriv F (normSq G) * (G ⬝ᵥ A *ᵥ G))) 0 := by
    unfold shellEnergy
    exact HasDerivAt.fun_sum fun G hG => (hasDerivAt_term A G (hF G hG)).const_mul (w G)
  refine hs.congr_deriv ?_
  -- the weights `w F'` are again cubic
  have hm := quadratic_average (h.mul_radial (deriv F)) A
  calc _ = -2 * ∑ G ∈ S, w G * deriv F (normSq G) * (G ⬝ᵥ A *ᵥ G) := by
        rw [Finset.mul_sum]
        exact Finset.sum_congr rfl fun G _ => by ring
    _ = _ := by rw [hm]; ring
```

## (g) Traceless strain

Under the assumptions of (f), let tr(A) = 0. Show that

E′(0) = 0.

The trace is a factor of the result in (f). A smooth path of exactly constant volume has the form 1 − tA + O(t²) with tr(A) = 0. The extra terms change each squared length only at order t², so by the chain rule the first derivative at t = 0 vanishes on that path too. The Lean statement treats the straight path 1 − tA. In `cubic_shell_stationary` the first `0` after `shellEnergy S w F A` is the derivative and the second is the point t = 0. The statement makes E stationary there; whether E has a minimum depends on F and the weights.

```lean
/-- A cubic shell sum does not change to first order under traceless strain: the sum of
`w(G) F(|(1-tA)G|²)` has zero derivative at `t = 0` if `F` is differentiable at the squared lengths
in the shell. -/
theorem cubic_shell_stationary {S : Finset Vec} {w : Vec → ℝ} (h : IsCubic S w)
    {F : ℝ → ℝ} (hF : ∀ G ∈ S, DifferentiableAt ℝ F (normSq G))
    {A : Matrix (Fin 3) (Fin 3) ℝ} (hA : A.trace = 0) :
    HasDerivAt (shellEnergy S w F A) 0 0 :=
  (hasDerivAt_shellEnergy h hF A).congr_deriv (by rw [hA]; ring)
```

## (h) The exact response for F(x) = x

Let the shell be cubic, F(x) = x and tr(A) = 0. Show that for every t

E(t) = (1 + t² tr(AᵀA)/3) Σ_G w(G) |G|².

Sum (a) over the shell with the weights w, and write |AG|² = G·(AᵀA)G. Part (e) with B = A makes the linear term vanish, and with B = AᵀA it gives the quadratic one. These steps are `e`, `hn` and the two uses of `quadratic_average`.

With w(G) the occupation of a plane wave, this is a kinetic energy at frozen occupations, up to a constant factor. The coefficient of t² belongs to the straight path 1 − tA, along which the volume generally changes at second order, so it should not be read as an elastic constant.

```lean
/-- For `F(x) = x` and traceless strain, the sum over a cubic shell is its unstrained value
times `1 + t² tr(AᵀA)/3`, exactly and for every `t`. -/
theorem quadratic_response {S : Finset Vec} {w : Vec → ℝ} (h : IsCubic S w)
    {A : Matrix (Fin 3) (Fin 3) ℝ} (hA : A.trace = 0) (t : ℝ) :
    shellEnergy S w (fun x => x) A t
      = (1 + t ^ 2 * (Aᵀ * A).trace / 3) * ∑ G ∈ S, w G * normSq G := by
  have hn : ∀ G : Vec, normSq (A *ᵥ G) = G ⬝ᵥ (Aᵀ * A) *ᵥ G := by
    intro G
    simp only [normSq, dotProduct, Matrix.mulVec, Matrix.mul_apply, Matrix.transpose_apply,
      Fin.sum_univ_three]
    ring
  have e : shellEnergy S w (fun x => x) A t = ∑ G ∈ S, w G * normSq G
      - 2 * t * ∑ G ∈ S, w G * (G ⬝ᵥ A *ᵥ G)
      + t ^ 2 * ∑ G ∈ S, w G * (G ⬝ᵥ (Aᵀ * A) *ᵥ G) := by
    simp only [shellEnergy, normSq_strained, hn]
    rw [Finset.mul_sum, Finset.mul_sum, ← Finset.sum_sub_distrib, ← Finset.sum_add_distrib]
    exact Finset.sum_congr rfl fun G _ => by ring
  rw [e, quadratic_average h A, quadratic_average h (Aᵀ * A), hA]
  ring
```

## (i) The {111} shell

Show that the conditions of `IsCubic` hold for

S = {(±1, ±1, ±1)}, w(G) = 1.

Permuting three entries that are each 1 or −1 gives three such entries, and so does reversing the sign of one of them. The weights are constant. In Lean, `Fintype.piFinset` forms the set of all eight vectors with entries in {1, −1}; `split_ifs` separates the reversed coordinate from the other two.

```lean
/-- The eight vectors `(±1, ±1, ±1)` with unit weights form a cubic shell. -/
theorem isCubic_witness :
    IsCubic (Fintype.piFinset fun _ : Fin 3 => ({1, -1} : Finset ℝ)) (fun _ => 1) where
  perm_mem σ G hG := by
    rw [Fintype.mem_piFinset] at hG ⊢
    exact fun i => hG (σ i)
  mirror_mem i G hG := by
    rw [Fintype.mem_piFinset] at hG ⊢
    intro j
    have hj := hG j
    simp only [Finset.mem_insert, Finset.mem_singleton] at hj ⊢
    unfold mirror
    split_ifs
    · rcases hj with hj | hj <;> simp [hj]
    · exact hj
  perm_weight _ _ _ := rfl
  mirror_weight _ _ _ := rfl
```

## (j) A pair of vectors along z

Take S = {(0, 0, 1), (0, 0, −1)}, w(G) = 1, F(x) = x and the traceless matrix A = diag(1, 1, −2). Show that

E′(0) = 8.

The strained vectors are (0, 0, ±(1 + 2t)), so

E(t) = 2(1 + 2t)², E′(t) = 8(1 + 2t).

The pair is closed under all three mirrors and under the exchange of x and y, and its weights are constant. It lacks only closure under the permutations that move the z axis. Without that closure, the conclusion of (g) can fail.

The Lean statement includes the zero trace as its first half. The step `hne` shows that the two vectors differ, so that the sum has two terms, and `e` is the closed form of E(t).

```lean
/-- The pair `(0, 0, ±1)` with unit weights and `F(x) = x` responds to the traceless strain
`diag(1, 1, -2)` at first order, with derivative 8. -/
theorem axial_pair_not_stationary :
    (!![1, 0, 0; 0, 1, 0; 0, 0, -2] : Matrix (Fin 3) (Fin 3) ℝ).trace = 0 ∧
    HasDerivAt (shellEnergy {![0, 0, 1], ![0, 0, -1]} (fun _ => 1) (fun x => x)
      !![1, 0, 0; 0, 1, 0; 0, 0, -2]) 8 0 := by
  have htr : (1 : ℝ) + 1 + (-2) = 0 := by norm_num
  refine ⟨(Matrix.trace_fin_three _).trans htr, ?_⟩
  have hne : (![0, 0, 1] : Vec) ≠ ![0, 0, -1] := by
    intro h
    have h2 : (1 : ℝ) = -1 := congrFun h 2
    norm_num at h2
  have e : shellEnergy {![0, 0, 1], ![0, 0, -1]} (fun _ => 1) (fun x => x)
      !![1, 0, 0; 0, 1, 0; 0, 0, -2] = fun t => 2 * (1 + 2 * t) ^ 2 := by
    funext t
    simp only [shellEnergy]
    rw [Finset.sum_pair hne, normSq_strained, normSq_strained]
    simp [normSq, Matrix.mulVec, dotProduct, Fin.sum_univ_three]
    ring
  rw [e]
  have hd := ((((hasDerivAt_id' (0 : ℝ)).const_mul 2).const_add 1).fun_pow 2).const_mul 2
  exact hd.congr_deriv (by norm_num)

end

end CubicShellStrain
```

```lean
#print axioms CubicShellStrain.cubic_shell_stationary
-- 'CubicShellStrain.cubic_shell_stationary' depends on axioms: [propext, Classical.choice, Quot.sound]
#print axioms CubicShellStrain.quadratic_response
-- 'CubicShellStrain.quadratic_response' depends on axioms: [propext, Classical.choice, Quot.sound]
#print axioms CubicShellStrain.axial_pair_not_stationary
-- 'CubicShellStrain.axial_pair_not_stationary' depends on axioms: [propext, Classical.choice, Quot.sound]
```
